# In a two-level pole model, the linearised quasiparticle gap lies below the COHSEX gap when the COHSEX correction is nonnegative

The screened interaction is modelled by a finite set of modes with given frequencies and strengths, and both the dynamical self-energy and its static COHSEX counterpart (Coulomb hole plus screened exchange) are built from these same modes. The two resulting gaps, with the same static level shifts in both, are compared exactly for two levels with diagonal self-energies, equal intra-level strengths and at least one nonzero inter-level strength.

```lean
import Mathlib

open Finset

namespace CohsexGap

noncomputable section

/-- Two levels `ev < ec` coupled to screening modes `s : ι` of frequency `Ω s`, with intra-level
strengths `a s` and inter-level strengths `b s`, not all of the latter zero. -/
structure TwoLevel (ι : Type*) where
  ev : ℝ
  ec : ℝ
  Ω : ι → ℝ
  a : ι → ℝ
  b : ι → ℝ
  ev_lt_ec : ev < ec
  Ω_pos : ∀ s, 0 < Ω s
  a_nonneg : ∀ s, 0 ≤ a s
  b_nonneg : ∀ s, 0 ≤ b s
  b_pos : ∃ s, 0 < b s

/-- The quasiparticle weight `1 / (1 - S'(e))` of a self-energy `S` at energy `e`. -/
def weight (S : ℝ → ℝ) (e : ℝ) : ℝ := 1 / (1 - deriv S e)

/-- The linearised quasiparticle energy of a level `e` with static shift `x` and
self-energy `S`. -/
def qpEnergy (S : ℝ → ℝ) (e x : ℝ) : ℝ := e + weight S e * (x + S e)

variable {ι : Type*} [Fintype ι] (m : TwoLevel ι)

/-- The bare gap between the two levels. -/
def TwoLevel.gap {ι : Type*} (m : TwoLevel ι) : ℝ := m.ec - m.ev

/-- The correlation self-energy at frequency `w`, with strengths `p` to the occupied level
and `q` to the empty level. -/
def TwoLevel.sigma (p q : ι → ℝ) (w : ℝ) : ℝ :=
  ∑ s, (p s / (w - m.ev + m.Ω s) + q s / (w - m.ec - m.Ω s))

/-- The self-energy of the occupied level. -/
def TwoLevel.sigmaV : ℝ → ℝ := m.sigma m.a m.b

/-- The self-energy of the empty level. -/
def TwoLevel.sigmaC : ℝ → ℝ := m.sigma m.b m.a

/-- The zero-frequency polarisation part of the screened interaction for strengths `M`. -/
def TwoLevel.staticW (M : ι → ℝ) : ℝ := ∑ s, -(2 * M s / m.Ω s)

/-- The static COHSEX self-energy without bare exchange: the polarisation part of the screened
exchange with the occupied level, plus the Coulomb hole, which is half the static polarisation part
summed over both levels. -/
def TwoLevel.cohsex (p q : ι → ℝ) : ℝ :=
  -m.staticW p + m.staticW (fun s => p s + q s) / 2

/-- The gap correction from the on-shell dynamical self-energies and a static part `X`. -/
def TwoLevel.shellShift (X : ℝ) : ℝ := X + m.sigmaC m.ec - m.sigmaV m.ev

/-- The gap correction in COHSEX with the same static part `X`. -/
def TwoLevel.cohsexShift (X : ℝ) : ℝ := X + m.cohsex m.b m.a - m.cohsex m.a m.b

/-- Minus the on-shell slope of the self-energy, summed over modes. -/
def TwoLevel.loss : ℝ := ∑ s, (m.a s / m.Ω s ^ 2 + m.b s / (m.Ω s + m.gap) ^ 2)

/-- The linearised quasiparticle gap for static level shifts `xv` and `xc`. -/
def TwoLevel.qpGap (xv xc : ℝ) : ℝ :=
  qpEnergy m.sigmaC m.ec xc - qpEnergy m.sigmaV m.ev xv

/-- When the slope of the self-energy is not one, `qpEnergy` is the unique solution of the
quasiparticle equation linearised about the bare level. -/
theorem linearised_equation_iff (S : ℝ → ℝ) (e x E : ℝ) (h : deriv S e ≠ 1) :
    E = e + x + S e + deriv S e * (E - e) ↔ E = qpEnergy S e x := by
  have h' : 1 - deriv S e ≠ 0 := sub_ne_zero.mpr h.symm
  have hq : qpEnergy S e x = e + (x + S e) / (1 - deriv S e) := by
    unfold qpEnergy weight
    ring
  have hr : E = e + (x + S e) / (1 - deriv S e) ↔ E - e = (x + S e) / (1 - deriv S e) :=
    sub_eq_iff_eq_add'.symm
  rw [hq, hr, eq_div_iff h']
  constructor <;> intro hE <;> linear_combination hE

/-- The frequency derivative of the self-energy away from its poles. -/
theorem hasDerivAt_sigma (p q : ι → ℝ) (w : ℝ) (h1 : ∀ s, w - m.ev + m.Ω s ≠ 0)
    (h2 : ∀ s, w - m.ec - m.Ω s ≠ 0) :
    HasDerivAt (m.sigma p q)
      (-∑ s, (p s / (w - m.ev + m.Ω s) ^ 2 + q s / (w - m.ec - m.Ω s) ^ 2)) w := by
  rw [← Finset.sum_neg_distrib]
  change HasDerivAt
    (fun w => ∑ s, (p s / (w - m.ev + m.Ω s) + q s / (w - m.ec - m.Ω s))) _ w
  apply HasDerivAt.fun_sum
  intro s _
  have d1 : HasDerivAt (fun w => w - m.ev + m.Ω s) 1 w :=
    ((hasDerivAt_id' w).sub_const _).add_const _
  have d2 : HasDerivAt (fun w => w - m.ec - m.Ω s) 1 w :=
    ((hasDerivAt_id' w).sub_const _).sub_const _
  exact (((hasDerivAt_const w (p s)).fun_div d1 (h1 s)).fun_add
    ((hasDerivAt_const w (q s)).fun_div d2 (h2 s))).congr_deriv (by ring)

/-- Both levels have the same on-shell quasiparticle weight,
`1 / (1 + ∑ (a/Ω² + b/(Ω+g)²))`. -/
theorem weight_on_shell :
    weight m.sigmaV m.ev = 1 / (1 + m.loss) ∧ weight m.sigmaC m.ec = 1 / (1 + m.loss) := by
  have hv : HasDerivAt m.sigmaV (-m.loss) m.ev := by
    refine (hasDerivAt_sigma m m.a m.b m.ev
      (fun s h => by linarith [m.Ω_pos s])
      (fun s h => by linarith [m.Ω_pos s, m.ev_lt_ec])).congr_deriv ?_
    refine congrArg Neg.neg (Finset.sum_congr rfl fun s _ => ?_)
    rw [show m.ev - m.ev + m.Ω s = m.Ω s by ring,
      show (m.ev - m.ec - m.Ω s) ^ 2 = (m.Ω s + m.gap) ^ 2 by unfold TwoLevel.gap; ring]
  have hc : HasDerivAt m.sigmaC (-m.loss) m.ec := by
    refine (hasDerivAt_sigma m m.b m.a m.ec
      (fun s h => by linarith [m.Ω_pos s, m.ev_lt_ec])
      (fun s h => by linarith [m.Ω_pos s])).congr_deriv ?_
    refine congrArg Neg.neg (Finset.sum_congr rfl fun s _ => ?_)
    rw [show m.ec - m.ev + m.Ω s = m.Ω s + m.gap by unfold TwoLevel.gap; ring,
      show (m.ec - m.ec - m.Ω s) ^ 2 = m.Ω s ^ 2 by ring, add_comm]
  constructor
  · rw [weight, hv.deriv, sub_neg_eq_add]
  · rw [weight, hc.deriv, sub_neg_eq_add]

/-- The COHSEX self-energy without bare exchange is the sum over modes of `(p - q) / Ω`. -/
theorem cohsex_eq (p q : ι → ℝ) : m.cohsex p q = ∑ s, (p s - q s) / m.Ω s := by
  simp only [TwoLevel.cohsex, TwoLevel.staticW]
  rw [← Finset.sum_neg_distrib, Finset.sum_div, ← Finset.sum_add_distrib]
  refine Finset.sum_congr rfl fun s _ => ?_
  ring

/-- The COHSEX gap correction exceeds the on-shell dynamical one by
`∑ 2 b g / (Ω (Ω + g))`. -/
theorem cohsexShift_sub_shellShift (X : ℝ) :
    m.cohsexShift X - m.shellShift X =
      ∑ s, 2 * m.b s * m.gap / (m.Ω s * (m.Ω s + m.gap)) := by
  have hg : 0 < m.gap := sub_pos.mpr m.ev_lt_ec
  -- the two self-energies on shell
  have hv : m.sigmaV m.ev = ∑ s, (m.a s / m.Ω s - m.b s / (m.Ω s + m.gap)) := by
    simp only [TwoLevel.sigmaV, TwoLevel.sigma]
    refine Finset.sum_congr rfl fun s _ => ?_
    rw [show m.ev - m.ev + m.Ω s = m.Ω s by ring,
      show m.ev - m.ec - m.Ω s = -(m.Ω s + m.gap) by unfold TwoLevel.gap; ring,
      div_neg, sub_eq_add_neg]
  have hc : m.sigmaC m.ec = ∑ s, (m.b s / (m.Ω s + m.gap) - m.a s / m.Ω s) := by
    simp only [TwoLevel.sigmaC, TwoLevel.sigma]
    refine Finset.sum_congr rfl fun s _ => ?_
    rw [show m.ec - m.ev + m.Ω s = m.Ω s + m.gap by unfold TwoLevel.gap; ring,
      show m.ec - m.ec - m.Ω s = -m.Ω s by ring, div_neg, sub_eq_add_neg]
  -- compare mode by mode
  have key : ∑ s, 2 * m.b s * m.gap / (m.Ω s * (m.Ω s + m.gap)) =
      ∑ s, (m.b s - m.a s) / m.Ω s - ∑ s, (m.a s - m.b s) / m.Ω s
        - ∑ s, (m.b s / (m.Ω s + m.gap) - m.a s / m.Ω s)
        + ∑ s, (m.a s / m.Ω s - m.b s / (m.Ω s + m.gap)) := by
    rw [← Finset.sum_sub_distrib, ← Finset.sum_sub_distrib, ← Finset.sum_add_distrib]
    refine Finset.sum_congr rfl fun s _ => ?_
    have h1 : m.Ω s ≠ 0 := (m.Ω_pos s).ne'
    have h2 : m.Ω s + m.gap ≠ 0 := (add_pos (m.Ω_pos s) hg).ne'
    field_simp
    ring
  rw [TwoLevel.cohsexShift, TwoLevel.shellShift, hv, hc, cohsex_eq, cohsex_eq, key]
  ring

/-- The quasiparticle gap is the bare gap plus the on-shell correction times the common
quasiparticle weight. -/
theorem qpGap_eq (xv xc : ℝ) :
    m.qpGap xv xc = m.gap + 1 / (1 + m.loss) * m.shellShift (xc - xv) := by
  rw [TwoLevel.qpGap, qpEnergy, qpEnergy, (weight_on_shell m).1, (weight_on_shell m).2,
    TwoLevel.shellShift, TwoLevel.gap]
  ring

/-- The slope sum `loss` is nonnegative. -/
theorem loss_nonneg : 0 ≤ m.loss :=
  Finset.sum_nonneg fun s _ => add_nonneg (div_nonneg (m.a_nonneg s) (sq_nonneg _))
    (div_nonneg (m.b_nonneg s) (sq_nonneg _))

/-- Exact criterion for the linearised quasiparticle gap to lie below the COHSEX gap. -/
theorem qpGap_lt_cohsex_iff (xv xc : ℝ) :
    m.qpGap xv xc < m.gap + m.cohsexShift (xc - xv) ↔
      -(m.cohsexShift (xc - xv) * m.loss) <
        ∑ s, 2 * m.b s * m.gap / (m.Ω s * (m.Ω s + m.gap)) := by
  have hL : 0 < 1 + m.loss := by linarith [loss_nonneg m]
  rw [← cohsexShift_sub_shellShift m (xc - xv), qpGap_eq, add_lt_add_iff_left,
    one_div_mul_eq_div, div_lt_iff₀ hL]
  constructor <;> intro h <;> linarith

/-- If the COHSEX gap correction is nonnegative, the linearised quasiparticle gap with
dynamical screening is strictly smaller than the COHSEX gap. -/
theorem qpGap_lt_cohsex (xv xc : ℝ) (hC : 0 ≤ m.cohsexShift (xc - xv)) :
    m.qpGap xv xc < m.gap + m.cohsexShift (xc - xv) := by
  have hg : 0 < m.gap := sub_pos.mpr m.ev_lt_ec
  rw [qpGap_lt_cohsex_iff]
  have hS : 0 < ∑ s, 2 * m.b s * m.gap / (m.Ω s * (m.Ω s + m.gap)) := by
    obtain ⟨t, ht⟩ := m.b_pos
    refine Finset.sum_pos' (fun s _ => ?_) ⟨t, Finset.mem_univ t, ?_⟩
    · have h1 := m.Ω_pos s
      have h2 := m.b_nonneg s
      positivity
    · have h1 := m.Ω_pos t
      positivity
  linarith [mul_nonneg hC (loss_nonneg m)]

/-- One mode with unit frequency, unit bare gap and unit strengths. -/
def unitModel : TwoLevel Unit where
  ev := 0
  ec := 1
  Ω := fun _ => 1
  a := fun _ => 1
  b := fun _ => 1
  ev_lt_ec := by norm_num
  Ω_pos := fun _ => by norm_num
  a_nonneg := fun _ => by norm_num
  b_nonneg := fun _ => by norm_num
  b_pos := ⟨(), by norm_num⟩

/-- In the unit model with static shifts `0` and `-1` the COHSEX correction is `-1`, and the
quasiparticle gap lies above the COHSEX gap. -/
theorem order_reversed_unitModel :
    unitModel.cohsexShift (-1 - 0) = -1 ∧
      unitModel.gap + unitModel.cohsexShift (-1 - 0) < unitModel.qpGap 0 (-1) := by
  have hC : unitModel.cohsexShift (-1 - 0) = -1 := by
    rw [TwoLevel.cohsexShift, cohsex_eq, cohsex_eq]
    norm_num [unitModel]
  refine ⟨hC, ?_⟩
  rw [hC, qpGap_eq]
  norm_num [unitModel, TwoLevel.gap, TwoLevel.loss, TwoLevel.shellShift, TwoLevel.sigmaC,
    TwoLevel.sigmaV, TwoLevel.sigma]

end

end CohsexGap
```

```lean
#print axioms CohsexGap.linearised_equation_iff
#print axioms CohsexGap.qpGap_lt_cohsex
#print axioms CohsexGap.order_reversed_unitModel
```

```
'CohsexGap.linearised_equation_iff' depends on axioms: [propext, Classical.choice, Quot.sound]
'CohsexGap.qpGap_lt_cohsex' depends on axioms: [propext, Classical.choice, Quot.sound]
'CohsexGap.order_reversed_unitModel' depends on axioms: [propext, Classical.choice, Quot.sound]
```

## The two gaps and the criterion that orders them

Let \(e_v<e_c\) be an occupied and an empty level with bare gap \(g=e_c-e_v\). Mode \(s\) has frequency \(\Omega_s>0\), intra-level strength \(a_s\ge 0\) and inter-level strength \(b_s\ge 0\), and at least one \(b_s\) is positive. Energies and frequencies share one unit (\(\hbar=1\)), so the strengths are squared energies. The self-energies are

\[
\Sigma_v(w)=\sum_s\left[\frac{a_s}{w-e_v+\Omega_s}+\frac{b_s}{w-e_c-\Omega_s}\right],
\]
\[
\Sigma_c(w)=\sum_s\left[\frac{b_s}{w-e_v+\Omega_s}+\frac{a_s}{w-e_c-\Omega_s}\right].
\]

Static shifts \(x_v\) and \(x_c\) of the two levels enter the gap through \(X=x_c-x_v\). The dynamical on-shell correction is \(D=X+\Sigma_c(e_c)-\Sigma_v(e_v)\), and the COHSEX correction is \(C=X+2\sum_s(b_s-a_s)/\Omega_s\). Two further sums appear in the results:

\[
L=\sum_s\left[\frac{a_s}{\Omega_s^2}+\frac{b_s}{(\Omega_s+g)^2}\right],\qquad
\Delta=\sum_s\frac{2b_sg}{\Omega_s(\Omega_s+g)}.
\]

The theorem `cohsexShift_sub_shellShift` says that \(C-D=\Delta\). By `weight_on_shell`, both levels have the quasiparticle weight \(Z=1/(1+L)\), and by `qpGap_eq` the linearised quasiparticle gap is \(g+ZD\). The exact criterion, `qpGap_lt_cohsex_iff`, is

\[
g+ZD<g+C\quad\Longleftrightarrow\quad -CL<\Delta .
\]

The theorem `qpGap_lt_cohsex` concludes that the strict inequality on the left holds whenever \(C\ge 0\).

## Modes, static screening and level shifts

The structure `TwoLevel ι` holds the levels, frequencies and strengths together with the conditions on them. The type `ι` labels the modes and is finite in the theorems. In `sigma p q`, the function `p` gives the strengths with which a level couples through the modes to the occupied level, and `q` those to the empty level. Thus `sigmaV` uses `a, b` and `sigmaC` uses `b, a`. The real pole sums carry no broadening.

Physically, \(b_s\) stands for the squared coupling of mode \(s\) to the transition density between the levels, which is the same seen from either side. The strength \(a_s\) stands for the squared coupling to a level's own density. Using one \(a_s\) for both levels is a symmetry assumption, and it is what makes their weights equal. The strengths and frequencies are inputs, not quantities derived from a polarisability.

A mode of strength \(M_s\) contributes \(2M_s\Omega_s/(\omega^2-\Omega_s^2)\) to the polarisation part of the screened interaction. At \(\omega=0\) this is \(-2M_s/\Omega_s\), the summand in `staticW`. The definition `cohsex` adds two terms built from this polarisation part: minus its value for the occupied level, which is the screened exchange without the bare exchange, and half its sum over both levels, which is the Coulomb hole. The bare exchange belongs to the static shifts, which may also contain the subtraction of a starting potential.

In Lean, `gap`, `loss`, `shellShift X` and `cohsexShift X` are \(g\), \(L\), \(D\) and \(C\). The function `weight` is defined from the derivative of the self-energy, so the formula for \(Z\) is a theorem and not part of the definition. The function `qpEnergy` gives the energy of one level, and `qpGap xv xc` is the difference between the two.

The comparison concerns first-order corrections to fixed levels. It includes neither off-diagonal self-energy elements nor self-consistency, and the quasiparticle equation is linearised about the bare level. Within this finite two-level model, two effects separate the gaps: static screening ignores the level energy difference in the inter-level terms, which gives \(\Delta\), and only the dynamical correction is multiplied by the weight \(Z\).

## The linearised equation and the common weight

For a self-energy \(S\), a bare level \(e\) and a static shift \(x\), the linearised quasiparticle equation is

\[
E=e+x+S(e)+S'(e)(E-e).
\]

Collecting the terms in \(E-e\) gives \((1-S'(e))(E-e)=x+S(e)\). If \(S'(e)\ne 1\), division yields the unique solution

\[
E=e+\frac{x+S(e)}{1-S'(e)}.
\]

This is `linearised_equation_iff`. Its proof writes `qpEnergy` as this quotient, clears the nonzero denominator with `eq_div_iff`, and finishes both directions with `linear_combination`.

The slope comes from differentiating each pole, since \(p/(w-c)\) has derivative \(-p/(w-c)^2\). The lemma `hasDerivAt_sigma` does this for the whole sum, provided that \(w\) is not a pole. At \(w=e_v\) the denominators of \(\Sigma_v\) are \(\Omega_s\) and \(-(\Omega_s+g)\). At \(w=e_c\) those of \(\Sigma_c\) are \(\Omega_s+g\) and \(-\Omega_s\). None vanishes, and after squaring,

\[
\Sigma_v'(e_v)=\Sigma_c'(e_c)=-\sum_s\left[\frac{a_s}{\Omega_s^2}+\frac{b_s}{(\Omega_s+g)^2}\right]=-L.
\]

Hence both weights are \(1/(1+L)\). The proof of `weight_on_shell` makes these substitutions level by level. Since every summand is nonnegative, `loss_nonneg` gives \(L\ge 0\). The slope is therefore never \(1\). A mode with \(b_s>0\) makes \(L\) strictly positive, so \(0<Z<1\).

## What static screening changes in each mode

For strengths \(p_s\) to the occupied level and \(q_s\) to the empty level, the two COHSEX terms combine to

\[
\frac{2p_s}{\Omega_s}-\frac{p_s+q_s}{\Omega_s}=\frac{p_s-q_s}{\Omega_s}.
\]

Summed over modes, this is `cohsex_eq`. The occupied level therefore receives \(\sum_s(a_s-b_s)/\Omega_s\) and the empty level \(\sum_s(b_s-a_s)/\Omega_s\). Their difference gives the stated \(C\).

The dynamical self-energies on shell are

\[
\Sigma_v(e_v)=\sum_s\left[\frac{a_s}{\Omega_s}-\frac{b_s}{\Omega_s+g}\right],\qquad
\Sigma_c(e_c)=\sum_s\left[\frac{b_s}{\Omega_s+g}-\frac{a_s}{\Omega_s}\right].
\]

The intra-level terms agree with COHSEX exactly, because no level energy difference enters them. In the inter-level terms, COHSEX has \(\Omega_s\) where the dynamical expression has \(\Omega_s+g\). Subtracting the gap corrections cancels \(X\) and every \(a_s\):

\[
C-D=\sum_s 2b_s\left[\frac1{\Omega_s}-\frac1{\Omega_s+g}\right]
=\sum_s\frac{2b_sg}{\Omega_s(\Omega_s+g)}=\Delta.
\]

In the proof of `cohsexShift_sub_shellShift`, `hv` and `hc` are the two on-shell values. The step `key` merges the sums and compares them mode by mode, where `field_simp` clears the positive denominators and `ring` checks the remaining identity.

## From the corrections to the order of the gaps

Subtracting the two quasiparticle energies and using the common weight gives

\[
(e_c-e_v)+Z\left[x_c+\Sigma_c(e_c)-x_v-\Sigma_v(e_v)\right]=g+ZD,
\]

which is `qpGap_eq`. Since \(1+L>0\), the comparison with COHSEX unfolds as

\[
\frac{D}{1+L}<C
\;\Longleftrightarrow\; D<C(1+L)
\;\Longleftrightarrow\; C-\Delta<C+CL
\;\Longleftrightarrow\; -CL<\Delta .
\]

The proof of `qpGap_lt_cohsex_iff` follows the same route: it cancels the bare gap, multiplies by the positive denominator with `div_lt_iff₀`, and rearranges with `linarith`.

Every term of \(\Delta\) is nonnegative, and a mode with \(b_s>0\) contributes a positive term because \(g>0\). Thus \(\Delta>0\), which `Finset.sum_pos'` establishes from the mode supplied by `b_pos`. If \(C\ge 0\), then \(-CL\le 0<\Delta\), and the criterion gives `qpGap_lt_cohsex`.

## A negative correction that reverses the order

The inequality \(D<C\) holds for either sign of \(C\), but multiplication by \(Z\) can reverse the order of the gaps when the corrections are negative. In `unitModel` there is one mode, with \(\Omega=g=a=b=1\). The static shifts \(x_v=0\) and \(x_c=-1\) give \(X=-1\), and the `cohsex` terms vanish because \(a=b\). Therefore

\[
C=-1,\qquad \Delta=1,\qquad D=-2,\qquad L=1+\frac14=\frac54,\qquad Z=\frac49.
\]

The quasiparticle gap is \(1-\frac89=\frac19\), while the COHSEX gap is \(0\). The values are chosen for simple arithmetic and do not describe a particular system: here the COHSEX correction closes the bare gap completely. In the criterion, \(-CL=\frac54\) exceeds \(\Delta=1\). The theorem `order_reversed_unitModel` records both \(C=-1\) and the reversed strict inequality, which `norm_num` checks after the definitions are unfolded.
